# The McWeeny map sends the window $-\tfrac12 \le L \le \tfrac32$ into $0 \le K \le 1$

Take a single orbital, so that the trial density matrix is one real number $x$, and let $f(x) = 3x^2 - 2x^3$. Two factorisations decide the signs:

$$f(x) = 2x^2\left(\tfrac32 - x\right), \qquad 1 - f(x) = 2(1-x)^2\left(x + \tfrac12\right).$$

The squares are never negative. Hence $x \le \tfrac32$ gives $f(x) \ge 0$, and $x \ge -\tfrac12$ gives $f(x) \le 1$. A trial occupation anywhere in $[-\tfrac12, \tfrac32]$ is mapped to a number in $[0,1]$. Each bound is needed: $f(2) = -4$ and $f(-1) = 5$.

For a matrix $L$ the square is split, one factor standing on each side of the middle term, and the same argument runs without diagonalising $L$. The name McWeeny purification usually also covers the convergence of the repeated map to an idempotent matrix, and no convergence statement is proved here. In density-matrix methods for electronic structure, in a finite orthonormal basis of spin orbitals, the form $K = 3L^2 - 2L^3$ keeps occupation numbers between 0 and 1 while an auxiliary matrix $L$ varies inside the window.

## The objects

```lean
import Mathlib

open Matrix
open scoped ComplexOrder

namespace McWeenyPurification

noncomputable section

variable {n : Type*} [Fintype n] [DecidableEq n]
```

The variable `n` is a finite set of labels for the basis functions, of any size, and `Matrix n n ℂ` will be the complex square matrices with rows and columns so labelled. The line `open scoped ComplexOrder` fixes what an inequality between complex numbers means: $0 \le z$ says that $z$ is real and non-negative.

```lean
/-- The McWeeny purification map `L ↦ 3 L² - 2 L³`. -/
def purify (L : Matrix n n ℂ) : Matrix n n ℂ :=
  (3 : ℂ) • L ^ 2 - (2 : ℂ) • L ^ 3
```

This defines $K = 3L^2 - 2L^3$ for any complex square matrix $L$. The symbol `•` is multiplication of a matrix by a number, and `L ^ 2` is the matrix product $LL$. No overlap matrix appears in the products, which fixes the basis as orthonormal.

```lean
/-- The trial matrix `L` obeys `-1/2 ≤ L ≤ 3/2`: both `L + 1/2` and `3/2 - L` are
positive semidefinite. -/
def InWindow (L : Matrix n n ℂ) : Prop :=
  (L + (1 / 2 : ℂ) • (1 : Matrix n n ℂ)).PosSemidef ∧
    ((3 / 2 : ℂ) • (1 : Matrix n n ℂ) - L).PosSemidef
```

The type `Prop` marks a statement, and `∧` is "and". The term `(1 : Matrix n n ℂ)` is the identity matrix. A matrix $M$ is `PosSemidef` when $M^\dagger = M$ and $v^\dagger M v \ge 0$ for every vector $v$; below this is written $M \ge 0$. So `InWindow L` says $L + \tfrac12 \ge 0$ and $\tfrac32 - L \ge 0$. Hermiticity is part of `PosSemidef`, so either condition already forces $L^\dagger = L$, and the main theorem needs no separate hypothesis for it.

```lean
/-- The density matrix `K` obeys `0 ≤ K ≤ 1`: both `K` and `1 - K` are positive
semidefinite. -/
def IsEnsemble (K : Matrix n n ℂ) : Prop :=
  K.PosSemidef ∧ (1 - K).PosSemidef
```

`IsEnsemble K` says $K \ge 0$ and $1 - K \ge 0$, that is, $0 \le v^\dagger K v \le 1$ for every unit vector $v$, with $K$ Hermitian. The upper bound 1 is the Pauli bound for one spin orbital. The definition contains no condition on the trace.

## Two factorisations

```lean
/-- The purified matrix factorises as `2 L (3/2 - L) L`. -/
theorem purify_factor (L : Matrix n n ℂ) :
    purify L = (2 : ℂ) • (L * ((3 / 2 : ℂ) • (1 : Matrix n n ℂ) - L) * L) := by
  simp only [purify, pow_two, pow_three, mul_sub, sub_mul, mul_one,
    smul_mul_assoc, mul_smul_comm, mul_assoc]
  module

/-- The complement of the purified matrix factorises as `2 (1 - L) (L + 1/2) (1 - L)`. -/
theorem one_sub_purify_factor (L : Matrix n n ℂ) :
    1 - purify L =
      (2 : ℂ) • ((1 - L) * (L + (1 / 2 : ℂ) • (1 : Matrix n n ℂ)) * (1 - L)) := by
  simp only [purify, pow_two, pow_three, mul_add, add_mul, mul_sub, sub_mul, mul_one, one_mul,
    smul_mul_assoc, mul_smul_comm, mul_assoc]
  module
```

Both identities hold for every $L$, Hermitian or not. By hand, the first is

$$2L\left(\tfrac32 - L\right)L = 2\left(\tfrac32 L^2 - L^3\right) = 3L^2 - 2L^3 = K.$$

For the second, $(1-L)(L+\tfrac12) = \tfrac12 + \tfrac12 L - L^2$, and multiplying on the right by $1-L$ gives

$$\tfrac12 + \tfrac12 L - L^2 - \tfrac12 L - \tfrac12 L^2 + L^3 = \tfrac12 - \tfrac32 L^2 + L^3,$$

which is half of $1 - K$. In Lean, `simp only` with the listed rules multiplies out all brackets and pulls the numbers to the front. What remains on each side is a linear combination of $1$, $L$, $L^2$ and $L^3$, and the tactic `module` compares the coefficients.

## Positivity

```lean
/-- If `3/2 - L` is positive semidefinite, the purified matrix is positive semidefinite. -/
theorem purify_posSemidef {L : Matrix n n ℂ}
    (h : ((3 / 2 : ℂ) • (1 : Matrix n n ℂ) - L).PosSemidef) :
    (purify L).PosSemidef := by
  -- `L` is Hermitian, being a difference of Hermitian matrices
  have hs : star (3 / 2 : ℂ) = 3 / 2 := by simp
  have hc : ((3 / 2 : ℂ) • (1 : Matrix n n ℂ)).IsHermitian := by
    show ((3 / 2 : ℂ) • (1 : Matrix n n ℂ))ᴴ = _
    rw [conjTranspose_smul, conjTranspose_one, hs]
  have hL : L.IsHermitian := by
    have := hc.sub h.isHermitian
    rwa [sub_sub_cancel] at this
  -- the congruence `Lᴴ M L` preserves positivity
  have h2 := h.conjTranspose_mul_mul_same L
  rw [hL.eq] at h2
  rw [purify_factor, two_smul ℂ]
  exact h2.add h2
```

The hypothesis `h` is $\tfrac32 - L \ge 0$ alone, and the conclusion is $K \ge 0$. Write $M = \tfrac32 - L$. By hand there are three steps. First, $L = \tfrac32 - M$ is a difference of Hermitian matrices and so is Hermitian. Second, for any matrix $B$ the congruence $B^\dagger M B$ is Hermitian and satisfies

$$v^\dagger B^\dagger M B\, v = (Bv)^\dagger M (Bv) \ge 0 ,$$

so with $B = L = L^\dagger$ one gets $LML \ge 0$. Third, $K = 2LML = LML + LML$ is a sum of two positive semidefinite matrices.

Each `have` states an intermediate result, names it and proves it. The superscript `ᴴ` is $\dagger$ and `star` is complex conjugation, so `hs` and `hc` say that $\tfrac32$ is real and that $\tfrac32\cdot 1$ is Hermitian. In `hL`, `hc.sub h.isHermitian` gives hermiticity of $\tfrac32 - (\tfrac32 - L)$, which is $L$. The congruence is `h.conjTranspose_mul_mul_same L`, and `rw [hL.eq] at h2` replaces $L^\dagger$ by $L$ in it. Finally `two_smul` writes $2X$ as $X + X$, and `h2.add h2` closes the proof.

```lean
/-- If `L + 1/2` is positive semidefinite, one minus the purified matrix is positive
semidefinite. -/
theorem one_sub_purify_posSemidef {L : Matrix n n ℂ}
    (h : (L + (1 / 2 : ℂ) • (1 : Matrix n n ℂ)).PosSemidef) :
    (1 - purify L).PosSemidef := by
  have hs : star (1 / 2 : ℂ) = 1 / 2 := by simp
  have hc : ((1 / 2 : ℂ) • (1 : Matrix n n ℂ)).IsHermitian := by
    show ((1 / 2 : ℂ) • (1 : Matrix n n ℂ))ᴴ = _
    rw [conjTranspose_smul, conjTranspose_one, hs]
  have hL : L.IsHermitian := by
    have := h.isHermitian.sub hc
    rwa [add_sub_cancel_right] at this
  have hL' : (1 - L).IsHermitian := isHermitian_one.sub hL
  -- congruence with `1 - L`
  have h2 := h.conjTranspose_mul_mul_same (1 - L)
  rw [hL'.eq] at h2
  rw [one_sub_purify_factor, two_smul ℂ]
  exact h2.add h2
```

Here the hypothesis is the lower bound $L + \tfrac12 \ge 0$ alone, and the conclusion is $1 - K \ge 0$. The steps are the same with $M = L + \tfrac12$. The matrix $L = M - \tfrac12$ is Hermitian (`hL`), hence so is $B = 1 - L$ (`hL'`). The congruence gives $(1-L)M(1-L) \ge 0$, and twice this matrix is $1 - K$.

## Commutation and the main theorem

```lean
/-- A matrix commuting with `L` commutes with the purified matrix. -/
theorem commute_purify {A L : Matrix n n ℂ} (h : Commute A L) : Commute A (purify L) := by
  unfold purify
  exact ((h.pow_right 2).smul_right (3 : ℂ)).sub_right ((h.pow_right 3).smul_right (2 : ℂ))
```

`Commute A L` means $AL = LA$. The lemma assumes nothing else about $A$ or $L$. By hand, $AL^2 = LAL = L^2A$ and $AL^3 = L^2AL = L^3A$, so

$$AK = 3AL^2 - 2AL^3 = 3L^2A - 2L^3A = KA.$$

The proof term follows this order: `pow_right` passes to the powers, `smul_right` to their multiples, and `sub_right` to the difference.

```lean
/-- If `-1/2 ≤ L ≤ 3/2`, then `K = 3 L² - 2 L³` obeys `0 ≤ K ≤ 1` and commutes with every
matrix that commutes with `L`. -/
theorem purification {L : Matrix n n ℂ} (h : InWindow L) :
    IsEnsemble (purify L) ∧ ∀ A : Matrix n n ℂ, Commute A L → Commute A (purify L) :=
  ⟨⟨purify_posSemidef h.2, one_sub_purify_posSemidef h.1⟩, fun _ hA => commute_purify hA⟩
```

If $L + \tfrac12 \ge 0$ and $\tfrac32 - L \ge 0$, then $K \ge 0$ and $1 - K \ge 0$, and for all (`∀`) matrices $A$, $AL = LA$ implies $AK = KA$. The matrix $A$ may be the matrix of a point-group operation, of a spin component or of a mean-field Hamiltonian in the same basis; any such linear symmetry of $L$ is a symmetry of $K$. The angle brackets assemble a conjunction from its parts. The components `h.1` and `h.2` are the lower and the upper bound, and they go crosswise: `h.2` yields $K \ge 0$ and `h.1` yields $1 - K \ge 0$. The commutation half does not use `h`.

## Repeating the map

```lean
/-- A matrix with `0 ≤ K ≤ 1` obeys `-1/2 ≤ K ≤ 3/2`. -/
theorem inWindow_of_isEnsemble {K : Matrix n n ℂ} (h : IsEnsemble K) : InWindow K := by
  -- `1/2 = Bᴴ B + Bᴴ B` with `B = 1/2`
  have hs : star (1 / 2 : ℂ) = 1 / 2 := by simp
  have hB := posSemidef_conjTranspose_mul_self ((1 / 2 : ℂ) • (1 : Matrix n n ℂ))
  have e : ((1 / 2 : ℂ) • (1 : Matrix n n ℂ))ᴴ * ((1 / 2 : ℂ) • (1 : Matrix n n ℂ)) +
      ((1 / 2 : ℂ) • (1 : Matrix n n ℂ))ᴴ * ((1 / 2 : ℂ) • (1 : Matrix n n ℂ)) =
      (1 / 2 : ℂ) • (1 : Matrix n n ℂ) := by
    rw [conjTranspose_smul, conjTranspose_one, hs, Matrix.smul_mul, Matrix.one_mul]
    module
  have hhalf : ((1 / 2 : ℂ) • (1 : Matrix n n ℂ)).PosSemidef := by
    have := hB.add hB
    rwa [e] at this
  refine ⟨h.1.add hhalf, ?_⟩
  have e2 : (3 / 2 : ℂ) • (1 : Matrix n n ℂ) - K =
      (1 - K) + (1 / 2 : ℂ) • (1 : Matrix n n ℂ) := by
    module
  rw [e2]
  exact h.2.add hhalf
```

The interval $[0,1]$ lies inside the window. If $K \ge 0$ then $K + \tfrac12 \ge 0$, and if $1 - K \ge 0$ then $\tfrac32 - K = (1-K) + \tfrac12 \ge 0$; the last rearrangement is `e2`. Both steps add the positive matrix $\tfrac12\cdot 1$. Its positivity, `hhalf`, is obtained from the rule that $B^\dagger B \ge 0$ for any $B$: with $B = \tfrac12\cdot 1$ one has $B^\dagger B = \tfrac14\cdot 1$, and `e` adds two copies.

```lean
/-- If `-1/2 ≤ L ≤ 3/2`, the result of `m + 1` purification steps lies between `0` and `1`
and commutes with every matrix that commutes with `L`. -/
theorem purification_iterate {L : Matrix n n ℂ} (h : InWindow L) (m : ℕ) :
    IsEnsemble (purify^[m + 1] L) ∧
      ∀ A : Matrix n n ℂ, Commute A L → Commute A (purify^[m + 1] L) := by
  induction m with
  | zero =>
    show IsEnsemble (purify L) ∧ ∀ A : Matrix n n ℂ, Commute A L → Commute A (purify L)
    exact purification h
  | succ m ih =>
    have e : purify^[m + 1 + 1] L = purify (purify^[m + 1] L) :=
      Function.iterate_succ_apply' _ _ _
    rw [e]
    exact ⟨(purification (inWindow_of_isEnsemble ih.1)).1,
      fun A hA => commute_purify (ih.2 A hA)⟩
```

The notation `purify^[m + 1] L` is the map applied $m+1$ times. With $K_0 = L$ and $K_{j+1} = 3K_j^2 - 2K_j^3$, the theorem says that every $K_j$ with $j \ge 1$ satisfies $0 \le K_j \le 1$ and commutes with each $A$ that commutes with $L$. The count starts at one step because $L$ itself may have eigenvalues outside $[0,1]$. The case `zero` is the main theorem. In the case `succ`, the identity `e` peels off the outermost application, and `ih` is the statement for one step fewer. By `ih.1` the previous matrix lies between 0 and 1, hence in the window, so the main theorem applies to it. By `ih.2` the matrix $A$ commutes with it, so `commute_purify` applies.

## The converse

```lean
/-- If `A` is Hermitian and invertible and `2 A M A` is positive semidefinite, then `M` is
positive semidefinite. -/
theorem posSemidef_of_sandwich {A M : Matrix n n ℂ} (hA : A.IsHermitian) (hd : IsUnit A.det)
    (h : ((2 : ℂ) • (A * M * A)).PosSemidef) : M.PosSemidef := by
  have hs : star (1 / 2 : ℂ) = 1 / 2 := by simp
  have hB : ((1 / 2 : ℂ) • A⁻¹)ᴴ = (1 / 2 : ℂ) • A⁻¹ := by
    rw [conjTranspose_smul, conjTranspose_nonsing_inv, hA.eq, hs]
  -- undo the congruence with `A⁻¹ / 2`, which leaves `M / 2`
  have h2 := h.conjTranspose_mul_mul_same ((1 / 2 : ℂ) • A⁻¹)
  rw [hB] at h2
  have e : A⁻¹ * (A * M * A) * A⁻¹ = M := by
    calc A⁻¹ * (A * M * A) * A⁻¹ = (A⁻¹ * A) * M * (A * A⁻¹) := by
          simp only [Matrix.mul_assoc]
      _ = M := by
          rw [nonsing_inv_mul _ hd, mul_nonsing_inv _ hd, Matrix.one_mul, Matrix.mul_one]
  have e2 : ((1 / 2 : ℂ) • A⁻¹) * ((2 : ℂ) • (A * M * A)) * ((1 / 2 : ℂ) • A⁻¹) +
      ((1 / 2 : ℂ) • A⁻¹) * ((2 : ℂ) • (A * M * A)) * ((1 / 2 : ℂ) • A⁻¹) = M := by
    simp only [Matrix.smul_mul, Matrix.mul_smul]
    rw [e]
    module
  have h3 := h2.add h2
  rwa [e2] at h3
```

`IsUnit A.det` says that $\det A$ has an inverse, which for a complex number means $\det A \ne 0$. The lemma undoes a congruence. Take $B = \tfrac12 A^{-1}$, which is Hermitian because $(A^{-1})^\dagger = (A^\dagger)^{-1} = A^{-1}$; this is `hB`. Then

$$B^\dagger (2AMA) B = \tfrac12 \cdot 2 \cdot \tfrac12 \,(A^{-1}A)\, M\, (AA^{-1}) = \tfrac12 M \ge 0 ,$$

and adding this to itself gives $M \ge 0$. The `calc` block is the regrouping of the product, in which `hd` licenses $A^{-1}A = AA^{-1} = 1$, and `e2` collects the numerical factors of the two copies. The lemma is false without invertibility: $A = 0$ and $M = -1$ give $2AMA = 0 \ge 0$.

```lean
/-- For Hermitian `L` with `L` and `1 - L` invertible, the purified matrix lies between `0`
and `1` exactly when `-1/2 ≤ L ≤ 3/2`. -/
theorem isEnsemble_purify_iff {L : Matrix n n ℂ} (hL : L.IsHermitian)
    (h0 : IsUnit L.det) (h1 : IsUnit (1 - L).det) :
    IsEnsemble (purify L) ↔ InWindow L := by
  refine ⟨fun h => ⟨?_, ?_⟩, fun h => (purification h).1⟩
  · have h2 := h.2
    rw [one_sub_purify_factor] at h2
    exact posSemidef_of_sandwich (isHermitian_one.sub hL) h1 h2
  · have h2 := h.1
    rw [purify_factor] at h2
    exact posSemidef_of_sandwich hL h0 h2
```

For Hermitian $L$ with $\det L \ne 0$ and $\det(1-L) \ne 0$, that is, with neither 0 nor 1 as an eigenvalue, $0 \le K \le 1$ holds if and only if (`↔`) $L$ is in the window. The direction from right to left is the main theorem. For the other direction each `?_` opens a goal. In the first, $1 - K = 2(1-L)(L+\tfrac12)(1-L) \ge 0$, and the lemma with $A = 1-L$ returns $L + \tfrac12 \ge 0$. In the second, $K = 2L(\tfrac32 - L)L \ge 0$, and the lemma with $A = L$ returns $\tfrac32 - L \ge 0$.

Hermiticity has to be assumed here. The numbers $\tfrac12$ and $\tfrac12(1+\sqrt3)$ both solve $f(x) = \tfrac12$. An upper triangular $2\times2$ matrix with these on the diagonal and 1 above it is diagonalisable, so it purifies to $\tfrac12\cdot 1$, and both determinants are non-zero; it is not Hermitian and so not in the window.

## The idempotency error

```lean
/-- With `E = L² - L`, the idempotency error of the purified matrix is
`K² - K = E² (4 E - 3)`. -/
theorem idempotency_error (L : Matrix n n ℂ) :
    purify L * purify L - purify L =
      (L * L - L) * (L * L - L) *
        ((4 : ℂ) • (L * L - L) - (3 : ℂ) • (1 : Matrix n n ℂ)) := by
  simp only [purify, pow_two, pow_three, mul_sub, sub_mul, mul_one,
    smul_mul_assoc, mul_smul_comm, mul_assoc]
  module
```

With $E = L^2 - L$, the statement is $K^2 - K = E^2(4E - 3)$, for every square matrix $L$. By hand, all factors are polynomials in $L$ and commute, so the two factorisations give

$$K(1-K) = 4\,L^2(1-L)^2\left(\tfrac32 - L\right)\left(L + \tfrac12\right).$$

Here $L(1-L) = -E$, so $L^2(1-L)^2 = E^2$, and $(\tfrac32 - L)(L+\tfrac12) = \tfrac34 + L - L^2 = \tfrac34 - E$. Therefore $K^2 - K = -4E^2(\tfrac34 - E) = E^2(4E-3)$. Lean takes the direct route: both sides are expanded into powers of $L$ up to the sixth, and `module` matches the coefficients. The new error carries the factor $E^2$, but the theorem is an algebraic identity and contains no norm or estimate.

## A two-level example

```lean
/-- A two-level trial matrix with diagonal entries `1/2` and off-diagonal entries `1`. -/
def testL : Matrix (Fin 2) (Fin 2) ℂ := !![1 / 2, 1; 1, 1 / 2]
```

Rows are separated by the semicolon, and `Fin 2` labels two basis functions:

$$L = \begin{pmatrix} \tfrac12 & 1 \\ 1 & \tfrac12 \end{pmatrix}.$$

```lean
/-- The matrix `testL` is Hermitian, obeys `-1/2 ≤ L ≤ 3/2`, has `L` and `1 - L` invertible,
and purifies to the matrix with diagonal `1/2` and off-diagonal `-1/2`. -/
theorem purification_witness :
    testL.IsHermitian ∧ InWindow testL ∧ IsUnit testL.det ∧ IsUnit (1 - testL).det ∧
      purify testL = !![1 / 2, -1 / 2; -1 / 2, 1 / 2] := by
  refine ⟨?_, ⟨?_, ?_⟩, ?_, ?_, ?_⟩
  · show testLᴴ = testL
    ext i j
    fin_cases i <;> fin_cases j <;> simp [testL, conjTranspose_apply]
  · -- `L + 1/2 = Bᴴ B`
    have e : testL + (1 / 2 : ℂ) • (1 : Matrix (Fin 2) (Fin 2) ℂ) =
        (!![1, 1; 0, 0] : Matrix (Fin 2) (Fin 2) ℂ)ᴴ *
          (!![1, 1; 0, 0] : Matrix (Fin 2) (Fin 2) ℂ) := by
      ext i j
      fin_cases i <;> fin_cases j <;>
        simp [testL, Matrix.mul_apply, Fin.sum_univ_two, conjTranspose_apply] <;> norm_num
    rw [e]
    exact posSemidef_conjTranspose_mul_self _
  · -- `3/2 - L = Bᴴ B`
    have e : (3 / 2 : ℂ) • (1 : Matrix (Fin 2) (Fin 2) ℂ) - testL =
        (!![1, -1; 0, 0] : Matrix (Fin 2) (Fin 2) ℂ)ᴴ *
          (!![1, -1; 0, 0] : Matrix (Fin 2) (Fin 2) ℂ) := by
      ext i j
      fin_cases i <;> fin_cases j <;>
        simp [testL, Matrix.mul_apply, Fin.sum_univ_two, conjTranspose_apply] <;> norm_num
    rw [e]
    exact posSemidef_conjTranspose_mul_self _
  · rw [isUnit_iff_ne_zero, testL, det_fin_two_of]
    norm_num
  · have e : 1 - testL = !![1 / 2, -1; -1, 1 / 2] := by
      ext i j
      fin_cases i <;> fin_cases j <;> simp [testL] <;> norm_num
    rw [isUnit_iff_ne_zero, e, det_fin_two_of]
    norm_num
  · have h2 : testL * testL = !![5 / 4, 1; 1, 5 / 4] := by
      ext i j
      fin_cases i <;> fin_cases j <;>
        simp [testL, Matrix.mul_apply, Fin.sum_univ_two] <;> norm_num
    have h3 : testL * (!![5 / 4, 1; 1, 5 / 4] : Matrix (Fin 2) (Fin 2) ℂ) =
        !![13 / 8, 7 / 4; 7 / 4, 13 / 8] := by
      ext i j
      fin_cases i <;> fin_cases j <;>
        simp [testL, Matrix.mul_apply, Fin.sum_univ_two] <;> norm_num
    unfold purify
    rw [pow_two, pow_three, h2, h3]
    ext i j
    fin_cases i <;> fin_cases j <;> simp <;> norm_num

end

end McWeenyPurification
```

This $L$ is Hermitian, lies in the window, has $L$ and $1-L$ invertible, and its purified matrix has $\tfrac12$ on the diagonal and $-\tfrac12$ off it. It thus satisfies the hypotheses of the main theorem and of the converse at once. The six bullets prove the six claims, and `fin_cases` checks a matrix equation entry by entry. For the window,

$$L + \tfrac12 = \begin{pmatrix} 1 & 1 \\ 1 & 1 \end{pmatrix}, \qquad \tfrac32 - L = \begin{pmatrix} 1 & -1 \\ -1 & 1 \end{pmatrix},$$

and each is $B^\dagger B$ with $B$ having first row $(1, \pm1)$ and second row zero. Both determinants equal $\tfrac14 - 1 = -\tfrac34$. The square `h2` has diagonal $\tfrac54$ and off-diagonal $1$, and the cube `h3` has diagonal $\tfrac{13}8$ and off-diagonal $\tfrac74$. Then $3\cdot\tfrac54 - 2\cdot\tfrac{13}8 = \tfrac12$ and $3 - 2\cdot\tfrac74 = -\tfrac12$.

## Limits of the statements

The remarks in this section are hand arguments that the Lean theorems do not contain. The example has eigenvalues $\tfrac32$ on $(1,1)$ and $-\tfrac12$ on $(1,-1)$, the two edges of the window, and $f(\tfrac32) = 0$, $f(-\tfrac12) = 1$. The purified matrix is the projector on $(1,-1)/\sqrt2$, the direction in which $L$ was smallest, so the bounds $0 \le K \le 1$ do not imply that the order of the occupations is kept. The electron number is not conserved in general, since $f(\tfrac14) = \tfrac5{32}$. The window does not guarantee convergence to a projector, since $f(\tfrac12) = \tfrac12$. In the converse, invertibility serves the method of proof: diagonalising a Hermitian $L$ and applying the scalar argument to each eigenvalue gives the equivalence without it, whereas the theorem as stated excludes every projector on a non-empty basis. Infinite bases, non-orthogonal bases with an overlap matrix and antiunitary symmetries such as time reversal are not treated, and neither is the link between `IsEnsemble` and many-electron ensembles that gives the definition its name.

```lean
#print axioms McWeenyPurification.inWindow_of_isEnsemble
#print axioms McWeenyPurification.purification_iterate
#print axioms McWeenyPurification.isEnsemble_purify_iff
#print axioms McWeenyPurification.idempotency_error
```

```
'McWeenyPurification.inWindow_of_isEnsemble' depends on axioms: [propext, Classical.choice, Quot.sound]
'McWeenyPurification.purification_iterate' depends on axioms: [propext, Classical.choice, Quot.sound]
'McWeenyPurification.isEnsemble_purify_iff' depends on axioms: [propext, Classical.choice, Quot.sound]
'McWeenyPurification.idempotency_error' depends on axioms: [propext, Classical.choice, Quot.sound]
```
